# The energy derivative of a normalised trial state is the Hellmann–Feynman value plus $2\,\mathrm{Re}\langle v',(H-E)v\rangle$

## Expectation value, residual and trial state

Let $V$ be a complex inner product space of any dimension, with $\langle x,y\rangle$ conjugate-linear in $x$ and linear in $y$. The Hamiltonian $H(t)$ is a bounded Hermitian operator on $V$ depending on a real parameter $t$, such as a nuclear coordinate, and $v(t)$ is a trial state. A prime denotes the derivative at $t$. The results concern $E'$; the force along the coordinate is $-E'$.

In Lean, `V →L[ℂ] V` is the type of bounded operators, which includes all finite Hermitian matrices but not unbounded operators such as the kinetic energy on the full Hilbert space.

```lean
import Mathlib

open scoped InnerProductSpace

namespace PulayForceError

noncomputable section

variable {V : Type*} [NormedAddCommGroup V] [InnerProductSpace ℂ V]
```

The energy is $E=\mathrm{Re}\langle v,Hv\rangle$. For Hermitian $H$ the inner product is already real, and taking the real part makes `expect` a real-valued function.

```lean
/-- The real part of `⟨v, A v⟩`, which is the expectation value for Hermitian `A` and normalised
`v`. -/
def expect (A : V →L[ℂ] V) (v : V) : ℝ := (inner ℂ v (A v)).re
```

The residual $r=Hv-Ev$ measures how far $v$ is from solving the eigenvalue equation. For a normalised state, $r=0$ exactly when $v$ is an eigenvector.

```lean
/-- The residual `A v - E v` of the eigenvalue equation, where `E` is `expect A v`. -/
def residual (A : V →L[ℂ] V) (v : V) : V := A v - (expect A v : ℂ) • v
```

In a basis calculation the state is $v(t)=\sum_i c_i(t)\,\varphi_i(t)$. The basis functions may move with the parameter, as atom-centred orbitals do, and they need not be orthonormal.

```lean
/-- A trial state expanded in finitely many basis functions, where both the coefficients
and the basis functions may depend on the parameter. -/
def trial {ι : Type*} [Fintype ι] (c : ι → ℝ → ℂ) (φ : ι → ℝ → V) (s : ℝ) : V :=
  ∑ i, c i s • φ i s
```

## Differentiating the energy

The product rule gives three terms,
$$E'=\mathrm{Re}\big(\langle v',Hv\rangle+\langle v,H'v\rangle+\langle v,Hv'\rangle\big).$$
Since $H$ is Hermitian, $\langle v,Hv'\rangle=\langle Hv,v'\rangle=\overline{\langle v',Hv\rangle}$, so the first and last terms have the same real part:
$$E'=\langle v,H'v\rangle+2\,\mathrm{Re}\langle v',Hv\rangle.$$

The first term, $\langle v,H'v\rangle$, is the Hellmann–Feynman value. In the theorem, `hsym` states hermiticity at every parameter value, while `hH` and `hv` state differentiability at $t$, for $H$ in the operator norm. The proof differentiates $Hv$ in `h2`, the inner product in `h3` and its real part in `h4`; `key` is the hermiticity step.

```lean
/-- The derivative of the energy expectation value is the Hellmann-Feynman value plus twice
the real part of `⟨v', H v⟩`; no normalisation is needed. -/
theorem hasDerivAt_expect {H : ℝ → V →L[ℂ] V} {H' : V →L[ℂ] V} {v : ℝ → V} {v' : V} {t : ℝ}
    (hsym : ∀ s x y, inner ℂ (H s x) y = inner ℂ x (H s y))
    (hH : HasDerivAt H H' t) (hv : HasDerivAt v v' t) :
    HasDerivAt (fun s => expect (H s) (v s))
      (expect H' (v t) + 2 * (inner ℂ v' (H t (v t))).re) t := by
  -- product rule for the operator acting on the state
  have h1 : HasDerivAt (fun s => (H s).restrictScalars ℝ) (H'.restrictScalars ℝ) t :=
    (ContinuousLinearMap.restrictScalarsL ℂ V V ℝ ℝ).hasFDerivAt.comp_hasDerivAt t hH
  have h2 : HasDerivAt (fun s => H s (v s)) (H' (v t) + H t v') t := h1.clm_apply hv
  have h3 := hv.inner ℂ h2
  have h4 : HasDerivAt (fun s => expect (H s) (v s))
      (inner ℂ (v t) (H' (v t) + H t v') + inner ℂ v' (H t (v t))).re t :=
    Complex.reCLM.hasFDerivAt.comp_hasDerivAt t h3
  -- hermiticity makes the two state-derivative terms equal
  have key : (inner ℂ (v t) (H t v')).re = (inner ℂ v' (H t (v t))).re := by
    rw [← hsym, ← inner_conj_symm (H t (v t)) v', Complex.conj_re]
  refine h4.congr_deriv ?_
  rw [inner_add_right, Complex.add_re, Complex.add_re, key]
  unfold expect
  ring
```

## Subtracting the energy

Differentiating $\langle v,v\rangle=1$ gives
$$0=\langle v,v'\rangle+\langle v',v\rangle=2\,\mathrm{Re}\langle v',v\rangle.$$
The imaginary part may be non-zero, because the phase of $v$ is free to vary with $t$. Lean obtains the same equation by comparing two derivatives of one function: the product-rule expression and the zero derivative of a constant.

```lean
/-- For a normalised state the overlap of the state with its derivative has no real part. -/
theorem re_inner_deriv_eq_zero {v : ℝ → V} {v' : V} {t : ℝ}
    (hn : ∀ s, ‖v s‖ = 1) (hv : HasDerivAt v v' t) : (inner ℂ v' (v t)).re = 0 := by
  have h := hv.inner ℂ hv
  have hc : (fun s => inner ℂ (v s) (v s)) = fun _ => (1 : ℂ) := by
    funext s
    rw [inner_self_eq_norm_sq_to_K, hn s]
    simp
  rw [hc] at h
  have h0 := congrArg Complex.re (h.unique (hasDerivAt_const t (1 : ℂ)))
  rw [Complex.add_re, ← inner_conj_symm (v t) v', Complex.conj_re, Complex.zero_re] at h0
  linarith
```

Because $E$ is real,
$$\mathrm{Re}\langle v',(H-E)v\rangle=\mathrm{Re}\langle v',Hv\rangle-E\,\mathrm{Re}\langle v',v\rangle=\mathrm{Re}\langle v',Hv\rangle.$$
Hence
$$E'=\langle v,H'v\rangle+2\,\mathrm{Re}\langle v',r\rangle.$$
The new hypothesis `hn` is normalisation at every parameter value. The proof starts from the previous derivative and rewrites its correction term.

```lean
/-- For a normalised state the energy derivative is the Hellmann-Feynman value plus
`2 Re ⟨v', (H - E) v⟩`. -/
theorem hasDerivAt_energy {H : ℝ → V →L[ℂ] V} {H' : V →L[ℂ] V} {v : ℝ → V} {v' : V} {t : ℝ}
    (hsym : ∀ s x y, inner ℂ (H s x) y = inner ℂ x (H s y)) (hn : ∀ s, ‖v s‖ = 1)
    (hH : HasDerivAt H H' t) (hv : HasDerivAt v v' t) :
    HasDerivAt (fun s => expect (H s) (v s))
      (expect H' (v t) + 2 * (inner ℂ v' (residual (H t) (v t))).re) t := by
  refine (hasDerivAt_expect hsym hH hv).congr_deriv ?_
  -- subtracting the energy costs nothing, by normalisation
  rw [residual, inner_sub_right, inner_smul_right, Complex.sub_re, Complex.re_ofReal_mul,
    re_inner_deriv_eq_zero hn hv, mul_zero, sub_zero]
```

From $|\mathrm{Re}\,z|\le|z|$ and the Cauchy–Schwarz inequality,
$$|E'-\langle v,H'v\rangle|=2\,|\mathrm{Re}\langle v',r\rangle|\le 2\,\|v'\|\,\|r\|.$$
The two inequalities are `h1` and `h2` in the proof. In the limiting case of an exact eigenvector at $t$, $r=0$ and the bound reduces to the Hellmann–Feynman theorem. Otherwise the error is in general of first order in the residual.

```lean
/-- The error of the Hellmann-Feynman value is at most twice the norm of the state derivative
times the norm of the residual. -/
theorem hellmannFeynman_error_le {H : ℝ → V →L[ℂ] V} {H' : V →L[ℂ] V} {v : ℝ → V} {v' : V}
    {t : ℝ} (hsym : ∀ s x y, inner ℂ (H s x) y = inner ℂ x (H s y)) (hn : ∀ s, ‖v s‖ = 1)
    (hH : HasDerivAt H H' t) (hv : HasDerivAt v v' t) :
    |deriv (fun s => expect (H s) (v s)) t - expect H' (v t)|
      ≤ 2 * ‖v'‖ * ‖residual (H t) (v t)‖ := by
  rw [(hasDerivAt_energy hsym hn hH hv).deriv, add_sub_cancel_left, abs_mul, abs_two]
  have h1 := Complex.abs_re_le_norm (inner ℂ v' (residual (H t) (v t)))
  have h2 := norm_inner_le_norm (𝕜 := ℂ) v' (residual (H t) (v t))
  linarith
```

## The Pulay sum for a moving basis

Now let $v=\sum_i c_i\varphi_i$ be normalised at every parameter value, and suppose that
$$\langle\varphi_i,(H-E)v\rangle=0\quad\text{for every } i.$$
These are the Galerkin equations. They say that the coefficients solve the generalised eigenvalue problem in the basis, which is the condition for the energy to be stationary under changes of the coefficients that keep $v$ normalised. They enter as the hypothesis `hG`, required only at $t$.

The derivative of the state is $v'=\sum_i(c_i\varphi_i'+c_i'\varphi_i)$, so
$$\langle v',r\rangle=\sum_i\overline{c_i}\,\langle\varphi_i',r\rangle+\sum_i\overline{c_i'}\,\langle\varphi_i,r\rangle.$$
The second sum vanishes, leaving
$$E'=\langle v,H'v\rangle+2\sum_i\mathrm{Re}\big(\overline{c_i}\,\langle\varphi_i',r\rangle\big).$$
The terms containing $\varphi_i'$ are the Pulay terms. The response $c_i'$ of the coefficients is therefore not needed to evaluate the derivative, although the coefficients are assumed differentiable. In Lean, `hv` is the formula for $v'$, and the last line expands the inner product and applies `hG`.

```lean
/-- If the residual is orthogonal to every basis function, the correction to the Hellmann-Feynman
value involves derivatives of the basis functions but not of the coefficients. -/
theorem pulay_force {ι : Type*} [Fintype ι] {H : ℝ → V →L[ℂ] V} {H' : V →L[ℂ] V}
    {c : ι → ℝ → ℂ} {c' : ι → ℂ} {φ : ι → ℝ → V} {φ' : ι → V} {t : ℝ}
    (hsym : ∀ s x y, inner ℂ (H s x) y = inner ℂ x (H s y))
    (hn : ∀ s, ‖trial c φ s‖ = 1) (hH : HasDerivAt H H' t)
    (hc : ∀ i, HasDerivAt (c i) (c' i) t) (hφ : ∀ i, HasDerivAt (φ i) (φ' i) t)
    (hG : ∀ i, inner ℂ (φ i t) (residual (H t) (trial c φ t)) = 0) :
    HasDerivAt (fun s => expect (H s) (trial c φ s))
      (expect H' (trial c φ t) + 2 * ∑ i, (starRingEnd ℂ (c i t) *
        inner ℂ (φ' i) (residual (H t) (trial c φ t))).re) t := by
  have hv : HasDerivAt (trial c φ) (∑ i, (c i t • φ' i + c' i • φ i t)) t :=
    HasDerivAt.fun_sum (fun i _ => (hc i).smul (hφ i))
  refine (hasDerivAt_energy hsym hn hH hv).congr_deriv ?_
  -- the coefficient derivatives drop out by the Galerkin equations
  simp only [sum_inner, inner_add_left, inner_smul_left, hG, mul_zero, add_zero, Complex.re_sum]
```

If the basis does not move and the Galerkin equations hold, every $\varphi_i'$ is zero and $E'=\langle v,H'v\rangle$, even when $v$ is not an eigenvector of $H$. For a linear eigenvalue problem with a bounded Hamiltonian, this is the difference between atom-centred functions, which bring Pulay terms when atoms move, and a basis held fixed. The total energies of self-consistent methods such as Hartree–Fock and Kohn–Sham theory are not covered by this result, because their equations for the coefficients are not linear.

The smallest case is a single fixed function, $v=c\varphi$. Here the Galerkin equation holds automatically, since $\overline{c}\,\langle\varphi,r\rangle=\langle v,Hv\rangle-E=0$ and $c\neq0$. The energy is $\langle\varphi,H\varphi\rangle/\|\varphi\|^2$, and its derivative is $\langle\varphi,H'\varphi\rangle/\|\varphi\|^2$.

```lean
/-- In a fixed basis, with the residual orthogonal to every basis function, the energy
derivative equals the Hellmann-Feynman value. -/
theorem fixed_basis_force {ι : Type*} [Fintype ι] {H : ℝ → V →L[ℂ] V} {H' : V →L[ℂ] V}
    {c : ι → ℝ → ℂ} {c' : ι → ℂ} {φ : ι → V} {t : ℝ}
    (hsym : ∀ s x y, inner ℂ (H s x) y = inner ℂ x (H s y))
    (hn : ∀ s, ‖trial c (fun i _ => φ i) s‖ = 1) (hH : HasDerivAt H H' t)
    (hc : ∀ i, HasDerivAt (c i) (c' i) t)
    (hG : ∀ i, inner ℂ (φ i) (residual (H t) (trial c (fun i _ => φ i) t)) = 0) :
    HasDerivAt (fun s => expect (H s) (trial c (fun i _ => φ i) s))
      (expect H' (trial c (fun i _ => φ i) t)) t := by
  refine (pulay_force hsym hn hH hc (fun i => hasDerivAt_const t (φ i)) hG).congr_deriv ?_
  simp only [inner_zero_left, mul_zero, Complex.zero_re, Finset.sum_const_zero, add_zero]
```

## A rotating state that attains the bound

Take orthonormal $e,f$, which requires at least two dimensions, and the constant Hamiltonian $P=|e\rangle\langle e|$, acting as $Px=\langle e,x\rangle e$.

```lean
/-- The operator `|e⟩⟨e|`. -/
def projector (e : V) : V →L[ℂ] V := (innerSL ℂ e).smulRight e
```

The trial state is prescribed to rotate in the plane of $e$ and $f$: $v(t)=\cos t\,e+\sin t\,f$.

```lean
/-- The state `cos s e + sin s f`. -/
def rot (e f : V) (s : ℝ) : V := ((Real.cos s : ℝ) : ℂ) • e + ((Real.sin s : ℝ) : ℂ) • f
```

Orthonormality gives $\langle v,e\rangle=\cos t$ and $\langle v,f\rangle=\sin t$.

```lean
/-- The overlaps of the rotating state with two orthonormal vectors are `cos s` and `sin s`. -/
theorem rot_overlap {e f : V} (he : ‖e‖ = 1) (hf : ‖f‖ = 1) (hef : inner ℂ e f = 0) (s : ℝ) :
    inner ℂ (rot e f s) e = ((Real.cos s : ℝ) : ℂ) ∧
      inner ℂ (rot e f s) f = ((Real.sin s : ℝ) : ℂ) := by
  have hee : inner ℂ e e = (1 : ℂ) := by rw [inner_self_eq_norm_sq_to_K, he]; simp
  have hff : inner ℂ f f = (1 : ℂ) := by rw [inner_self_eq_norm_sq_to_K, hf]; simp
  have hfe : inner ℂ f e = (0 : ℂ) := by rw [← inner_conj_symm, hef, map_zero]
  constructor <;> simp only [rot, inner_add_left, inner_smul_left, Complex.conj_ofReal, hee,
    hff, hef, hfe, mul_one, mul_zero, add_zero, zero_add]
```

The example meets the hypotheses on the state and the Hamiltonian. First, $\langle Px,y\rangle=\overline{\langle e,x\rangle}\,\langle e,y\rangle=\langle x,Py\rangle$. Next, $\|v\|^2=\cos^2t+\sin^2t=1$. Finally, $v'(t)=-\sin t\,e+\cos t\,f=v(t+\pi/2)$, which also has norm one. The three parts of the proof follow these three calculations.

```lean
/-- The operator `|e⟩⟨e|` is Hermitian, and the rotating state is normalised and
differentiable, its derivative being the same state a quarter turn ahead. -/
theorem rot_witness {e f : V} (he : ‖e‖ = 1) (hf : ‖f‖ = 1) (hef : inner ℂ e f = 0) :
    (∀ x y, inner ℂ (projector e x) y = inner ℂ x (projector e y)) ∧
      (∀ s, ‖rot e f s‖ = 1) ∧
      ∀ t, HasDerivAt (rot e f) (rot e f (t + Real.pi / 2)) t := by
  refine ⟨fun x y => ?_, fun s => ?_, fun t => ?_⟩
  · change inner ℂ (inner ℂ e x • e) y = inner ℂ x (inner ℂ e y • e)
    rw [inner_smul_left, inner_smul_right, inner_conj_symm, mul_comm]
  · obtain ⟨h1, h2⟩ := rot_overlap he hf hef s
    have h3 : (inner ℂ (rot e f s) (rot e f s)).re = ‖rot e f s‖ ^ 2 :=
      inner_self_eq_norm_sq (𝕜 := ℂ) (rot e f s)
    have h4 : inner ℂ (rot e f s) (rot e f s) = ((Real.cos s : ℝ) : ℂ) * ((Real.cos s : ℝ) : ℂ)
        + ((Real.sin s : ℝ) : ℂ) * ((Real.sin s : ℝ) : ℂ) := by
      conv_lhs => rw [show inner ℂ (rot e f s) (rot e f s) = inner ℂ (rot e f s)
        (((Real.cos s : ℝ) : ℂ) • e + ((Real.sin s : ℝ) : ℂ) • f) from rfl]
      rw [inner_add_right, inner_smul_right, inner_smul_right, h1, h2]
    rw [h4, ← Complex.ofReal_mul, ← Complex.ofReal_mul, ← Complex.ofReal_add,
      Complex.ofReal_re] at h3
    nlinarith [Real.cos_sq_add_sin_sq s, norm_nonneg (rot e f s)]
  · have hr : rot e f (t + Real.pi / 2)
        = ((-Real.sin t : ℝ) : ℂ) • e + ((Real.cos t : ℝ) : ℂ) • f := by
      simp only [rot, Real.cos_add_pi_div_two, Real.sin_add_pi_div_two]
    rw [hr]
    exact ((Real.hasDerivAt_cos t).ofReal_comp.smul_const e).add
      ((Real.hasDerivAt_sin t).ofReal_comp.smul_const f)
```

Since $Pv=\cos t\,e$, the energy is $E=\cos^2t$ and $E'=-2\sin t\cos t=-\sin 2t$. The Hamiltonian is constant, so the Hellmann–Feynman value is zero and the whole derivative is error. The residual is
$$r=\cos t\,e-\cos^2t\,(\cos t\,e+\sin t\,f)=-\sin t\cos t\;v'(t).$$
It is parallel to $v'$ with a real factor, which is the case of equality in both inequalities used for the bound:
$$2\,\|v'\|\,\|r\|=2\,|\sin t\cos t|=|\sin 2t|=|E'|.$$
In the proof, `hE` and `hD` give the energy and its derivative, and `hR` is the formula for the residual. Equality holds at every $t$, so the factor 2 in the general bound cannot be lowered.

```lean
/-- For the constant Hamiltonian `|e⟩⟨e|` and the rotating state, the energy derivative is
`-sin 2t`, and its size equals twice the state-derivative norm times the residual norm. -/
theorem error_bound_attained {e f : V} (he : ‖e‖ = 1) (hf : ‖f‖ = 1) (hef : inner ℂ e f = 0)
    (t : ℝ) :
    deriv (fun s => expect (projector e) (rot e f s)) t = -Real.sin (2 * t) ∧
      |deriv (fun s => expect (projector e) (rot e f s)) t|
        = 2 * ‖deriv (rot e f) t‖ * ‖residual (projector e) (rot e f t)‖ := by
  obtain ⟨-, hn, hd⟩ := rot_witness he hf hef
  have hP : ∀ s, projector e (rot e f s) = ((Real.cos s : ℝ) : ℂ) • e := by
    intro s
    change inner ℂ e (rot e f s) • e = _
    rw [← inner_conj_symm, (rot_overlap he hf hef s).1, Complex.conj_ofReal]
  have hE : ∀ s, expect (projector e) (rot e f s) = Real.cos s * Real.cos s := by
    intro s
    rw [expect, hP, inner_smul_right, (rot_overlap he hf hef s).1, ← Complex.ofReal_mul,
      Complex.ofReal_re]
  have hD : deriv (fun s => expect (projector e) (rot e f s)) t = -Real.sin (2 * t) := by
    rw [funext hE]
    refine HasDerivAt.deriv
      (((Real.hasDerivAt_cos t).fun_mul (Real.hasDerivAt_cos t)).congr_deriv ?_)
    rw [Real.sin_two_mul]
    ring
  -- the residual is parallel to the state derivative
  have hR : residual (projector e) (rot e f t)
      = ((-(Real.sin t * Real.cos t) : ℝ) : ℂ) • rot e f (t + Real.pi / 2) := by
    have hce : (((Real.cos t : ℝ) : ℂ) ^ 2 + ((Real.sin t : ℝ) : ℂ) ^ 2) • e = e := by
      rw [← Complex.ofReal_pow, ← Complex.ofReal_pow, ← Complex.ofReal_add,
        Real.cos_sq_add_sin_sq, Complex.ofReal_one, one_smul]
    rw [residual, hP, hE]
    simp only [rot, Real.cos_add_pi_div_two, Real.sin_add_pi_div_two, Complex.ofReal_mul,
      Complex.ofReal_neg]
    linear_combination (norm := module) (-((Real.cos t : ℝ) : ℂ)) • hce
  refine ⟨hD, ?_⟩
  rw [hD, (hd t).deriv, hR, norm_smul, hn, Complex.norm_real, Real.norm_eq_abs,
    Real.sin_two_mul, mul_assoc 2 (Real.sin t)]
  simp only [abs_neg]
  rw [abs_mul 2, abs_two]
  ring

end

end PulayForceError
```

```lean
#print axioms PulayForceError.hasDerivAt_energy
#print axioms PulayForceError.hellmannFeynman_error_le
#print axioms PulayForceError.fixed_basis_force
#print axioms PulayForceError.error_bound_attained
```

```
'PulayForceError.hasDerivAt_energy' depends on axioms: [propext, Classical.choice, Quot.sound]
'PulayForceError.hellmannFeynman_error_le' depends on axioms: [propext, Classical.choice, Quot.sound]
'PulayForceError.fixed_basis_force' depends on axioms: [propext, Classical.choice, Quot.sound]
'PulayForceError.error_bound_attained' depends on axioms: [propext, Classical.choice, Quot.sound]
```
